# The squared triple product of three vectors in terms of their lengths and mutual angles

Let u, v, w be three nonzero vectors in ℝ³, the edges of a unit cell, with lengths a, b, c. I use the crystallographic convention for the angles: α lies between v and w, β between w and u, and γ between u and v. The triple product is u·(v×w), and its absolute value is the cell volume. The formula I rely on is

(u·(v×w))² = a²b²c² (1 − cos²α − cos²β − cos²γ + 2 cos α cos β cos γ).

I would like to see this made rigorous and checked by machine, starting from the actual dot and cross products. I would also like to know which sets of six cell parameters belong to a real cell. Can both be done in Lean 4 with Mathlib?

## From scalar products to the cell volume

Yes. Write T = u·(v×w) for the triple product and

F = 1 − cos²α − cos²β − cos²γ + 2 cos α cos β cos γ

for the angular factor. Coordinates are numbered 0, 1, 2, as in Lean.

The triple product is the determinant of the matrix M whose rows are u, v, w:

T = u₀(v₁w₂ − v₂w₁) + u₁(v₂w₀ − v₀w₂) + u₂(v₀w₁ − v₁w₀).

Since det M = det Mᵀ, T² is the determinant of M Mᵀ, whose entries are the scalar products of the three vectors. Expanding along the first row gives

T² = (u·u)[(v·v)(w·w) − (v·w)²]
  − (u·v)[(u·v)(w·w) − (v·w)(w·u)]
  + (w·u)[(u·v)(v·w) − (v·v)(w·u)].

Collecting terms,

T² = (u·u)(v·v)(w·w) + 2(v·w)(w·u)(u·v) − (u·u)(v·w)² − (v·v)(w·u)² − (w·w)(u·v)².

Now insert u·u = a², v·v = b², w·w = c² and

v·w = bc cos α,  w·u = ca cos β,  u·v = ab cos γ.

Every term carries the factor a²b²c², and what remains is F. Hence T² = a²b²c² F, and taking the nonnegative root gives the volume

|T| = abc √F.

For a monoclinic cell with α = γ = π/2, the factor reduces to F = 1 − cos²β = sin²β. Since β lies between 0 and π, sin β is nonnegative and |T| = abc sin β.

If all three edges are nonzero, then a²b²c² > 0, so T ≠ 0 exactly when F > 0. This is the condition for the edges to span three dimensions.

## The angular factor as a product of sines

Put s = (α + β + γ)/2 and use 2 sin x sin y = cos(x − y) − cos(x + y) twice:

2 sin s sin(s − α) = cos α − cos(β + γ),

2 sin(s − β) sin(s − γ) = cos(γ − β) − cos α.

After the addition formulas are applied, the product of the right-hand sides has the form (P + Q)(P − Q), with P = sin β sin γ and Q = cos α − cos β cos γ. Therefore

4 sin s sin(s − α) sin(s − β) sin(s − γ) = sin²β sin²γ − (cos α − cos β cos γ)².

Replacing sin²β by 1 − cos²β and sin²γ by 1 − cos²γ, the right-hand side becomes

1 − cos²β − cos²γ + cos²β cos²γ − cos²α + 2 cos α cos β cos γ − cos²β cos²γ = F.

The factors show where the cell goes flat: for instance, F vanishes when α = β + γ or when the three angles add up to 2π.

## Edge vectors for given cell parameters

Conversely, let positive lengths a, b, c be given, together with angles α and β in [0, π] and 0 < γ < π for which F ≥ 0. Place the first edge along x and the second in the xy plane:

A = (a, 0, 0),

B = (b cos γ, b sin γ, 0),

C = c (cos β, (cos α − cos β cos γ)/sin γ, √F/sin γ).

The lengths of A and B are immediate. For C/c, the squares of the last two components add up to

[(cos α − cos β cos γ)² + F]/sin²γ = sin²β sin²γ/sin²γ = sin²β,

by the formula for F just found. Adding cos²β gives 1, so |C| = c. The scalar products are

A·B = ab cos γ,

C·A = ca cos β,

B·C = bc [cos γ cos β + cos α − cos β cos γ] = bc cos α.

Angles in [0, π] are fixed by their cosines, so the mutual angles are α, β and γ as required.

## The Lean file

```lean
import Mathlib

open InnerProductGeometry

namespace CellVolume

noncomputable section

/-- Vectors of Euclidean three-space. -/
abbrev Vec := EuclideanSpace ℝ (Fin 3)

/-- The scalar triple product `u · (v × w)`. -/
def tripleProduct (u v w : Vec) : ℝ :=
  dotProduct u.ofLp (crossProduct v.ofLp w.ofLp)

/-- The angular factor `1 - cos² α - cos² β - cos² γ + 2 cos α cos β cos γ`. -/
def angularFactor (α β γ : ℝ) : ℝ :=
  1 - Real.cos α ^ 2 - Real.cos β ^ 2 - Real.cos γ ^ 2
    + 2 * Real.cos α * Real.cos β * Real.cos γ

/-- The scalar product in Cartesian coordinates. -/
lemma inner_coord (u v : Vec) :
    inner ℝ u v = u 0 * v 0 + u 1 * v 1 + u 2 * v 2 := by
  simp only [PiLp.inner_apply, Fin.sum_univ_three, RCLike.inner_apply, conj_trivial]
  ring

/-- The squared triple product expressed through the scalar products of the three vectors. -/
theorem tripleProduct_sq_eq_gram (u v w : Vec) :
    tripleProduct u v w ^ 2 =
      inner ℝ u u * inner ℝ v v * inner ℝ w w
        + 2 * inner ℝ v w * inner ℝ w u * inner ℝ u v
        - inner ℝ u u * inner ℝ v w ^ 2 - inner ℝ v v * inner ℝ w u ^ 2
        - inner ℝ w w * inner ℝ u v ^ 2 := by
  have h : tripleProduct u v w = u 0 * (v 1 * w 2 - v 2 * w 1)
      + u 1 * (v 2 * w 0 - v 0 * w 2) + u 2 * (v 0 * w 1 - v 1 * w 0) := by
    simp [tripleProduct, cross_apply, dotProduct, Fin.sum_univ_three]
  rw [h]
  simp only [inner_coord]
  ring

/-- The squared triple product is the product of the squared lengths and the angular factor
of the three mutual angles. -/
theorem tripleProduct_sq (u v w : Vec) :
    tripleProduct u v w ^ 2 =
      ‖u‖ ^ 2 * ‖v‖ ^ 2 * ‖w‖ ^ 2 * angularFactor (angle v w) (angle w u) (angle u v) := by
  -- scalar products become lengths times cosines
  rw [tripleProduct_sq_eq_gram, real_inner_self_eq_norm_sq, real_inner_self_eq_norm_sq,
    real_inner_self_eq_norm_sq, ← cos_angle_mul_norm_mul_norm v w,
    ← cos_angle_mul_norm_mul_norm w u, ← cos_angle_mul_norm_mul_norm u v]
  unfold angularFactor
  ring

/-- The volume of a unit cell, the absolute triple product of its edges, in terms of the
edge lengths and the cell angles. -/
theorem cell_volume (u v w : Vec) :
    |tripleProduct u v w| =
      ‖u‖ * ‖v‖ * ‖w‖ * √(angularFactor (angle v w) (angle w u) (angle u v)) := by
  have h : tripleProduct u v w ^ 2 =
      (‖u‖ * ‖v‖ * ‖w‖) ^ 2 * angularFactor (angle v w) (angle w u) (angle u v) := by
    rw [tripleProduct_sq]
    ring
  rw [← Real.sqrt_sq_eq_abs, h, Real.sqrt_mul (by positivity), Real.sqrt_sq (by positivity)]

/-- If the edge `v` is perpendicular to both `u` and `w` (a monoclinic cell), the volume is the
product of the edge lengths and the sine of the remaining angle. -/
theorem monoclinic_volume (u v w : Vec) (hα : angle v w = Real.pi / 2)
    (hγ : angle u v = Real.pi / 2) :
    |tripleProduct u v w| = ‖u‖ * ‖v‖ * ‖w‖ * Real.sin (angle w u) := by
  have h : angularFactor (Real.pi / 2) (angle w u) (Real.pi / 2)
      = Real.sin (angle w u) ^ 2 := by
    unfold angularFactor
    rw [Real.cos_pi_div_two, Real.sin_sq]
    ring
  rw [cell_volume, hα, hγ, h, Real.sqrt_sq (sin_angle_nonneg w u)]

/-- Three nonzero edges have a nonzero triple product exactly when the angular factor of
their mutual angles is positive. -/
theorem tripleProduct_ne_zero_iff {u v w : Vec} (hu : u ≠ 0) (hv : v ≠ 0) (hw : w ≠ 0) :
    tripleProduct u v w ≠ 0 ↔ 0 < angularFactor (angle v w) (angle w u) (angle u v) := by
  have h := tripleProduct_sq u v w
  have hp : 0 < ‖u‖ ^ 2 * ‖v‖ ^ 2 * ‖w‖ ^ 2 :=
    mul_pos (mul_pos (pow_pos (norm_pos_iff.2 hu) 2) (pow_pos (norm_pos_iff.2 hv) 2))
      (pow_pos (norm_pos_iff.2 hw) 2)
  constructor
  · intro hT
    have h2 : 0 < tripleProduct u v w ^ 2 := by positivity
    rw [h] at h2
    exact (mul_pos_iff_of_pos_left hp).1 h2
  · intro hF hT
    have h2 := mul_pos hp hF
    rw [← h, hT] at h2
    norm_num at h2

/-- The angular factor is four times a product of sines built from half the sum of the angles. -/
theorem angularFactor_eq_sines (α β γ : ℝ) :
    angularFactor α β γ =
      4 * Real.sin ((α + β + γ) / 2) * Real.sin ((α + β + γ) / 2 - α)
        * Real.sin ((α + β + γ) / 2 - β) * Real.sin ((α + β + γ) / 2 - γ) := by
  have p : ∀ x y d t : ℝ, x - y = d → x + y = t →
      2 * Real.sin x * Real.sin y = Real.cos d - Real.cos t := by
    rintro x y _ _ rfl rfl
    rw [Real.cos_sub, Real.cos_add]
    ring
  -- pair the four sines and turn each product into a difference of cosines
  have h1 := p ((α + β + γ) / 2) ((α + β + γ) / 2 - α) α (β + γ) (by ring) (by ring)
  have h2 := p ((α + β + γ) / 2 - β) ((α + β + γ) / 2 - γ) (γ - β) α (by ring) (by ring)
  rw [Real.cos_add] at h1
  rw [Real.cos_sub] at h2
  have hb := Real.sin_sq β
  have hc := Real.sin_sq γ
  calc angularFactor α β γ
      = (Real.cos α - (Real.cos β * Real.cos γ - Real.sin β * Real.sin γ))
        * (Real.cos γ * Real.cos β + Real.sin γ * Real.sin β - Real.cos α) := by
        unfold angularFactor
        linear_combination -(Real.sin γ ^ 2) * hb - (1 - Real.cos β ^ 2) * hc
    _ = _ := by
        rw [← h1, ← h2]
        ring

/-- First standard edge vector, along the x axis. -/
def edgeA (a : ℝ) : Vec := !₂[a, 0, 0]

/-- Second standard edge vector, in the xy plane. -/
def edgeB (b γ : ℝ) : Vec := !₂[b * Real.cos γ, b * Real.sin γ, 0]

/-- Third standard edge vector, written in terms of the cell parameter `c` and the cell angles. -/
def edgeC (c α β γ : ℝ) : Vec :=
  !₂[c * Real.cos β, c * ((Real.cos α - Real.cos β * Real.cos γ) / Real.sin γ),
    c * (√(angularFactor α β γ) / Real.sin γ)]

/-- Positive lengths, and angles `α`, `β` in `[0, π]` and `γ` in `(0, π)` whose angular factor is
nonnegative, are the lengths and mutual angles of the standard edge vectors. -/
theorem standard_edges {a b c α β γ : ℝ} (ha : 0 < a) (hb : 0 < b) (hc : 0 < c)
    (hα : α ∈ Set.Icc 0 Real.pi) (hβ : β ∈ Set.Icc 0 Real.pi) (hγ : γ ∈ Set.Ioo 0 Real.pi)
    (hF : 0 ≤ angularFactor α β γ) :
    (‖edgeA a‖ = a ∧ ‖edgeB b γ‖ = b ∧ ‖edgeC c α β γ‖ = c) ∧
      angle (edgeB b γ) (edgeC c α β γ) = α ∧ angle (edgeC c α β γ) (edgeA a) = β ∧
      angle (edgeA a) (edgeB b γ) = γ := by
  have hs : Real.sin γ ≠ 0 := (Real.sin_pos_of_pos_of_lt_pi hγ.1 hγ.2).ne'
  have mk : ∀ x y z x' y' z' : ℝ, inner ℝ (!₂[x, y, z] : Vec) (!₂[x', y', z'] : Vec)
      = x * x' + y * y' + z * z' := fun _ _ _ _ _ _ => inner_coord _ _
  have len : ∀ (x : Vec) (r : ℝ), 0 < r → inner ℝ x x = r ^ 2 → ‖x‖ = r := by
    intro x r hr h
    rw [real_inner_self_eq_norm_sq] at h
    exact (sq_eq_sq₀ (norm_nonneg x) hr.le).1 h
  have ang : ∀ (x y : Vec) (p q θ : ℝ), 0 < p → 0 < q → ‖x‖ = p → ‖y‖ = q →
      θ ∈ Set.Icc 0 Real.pi → inner ℝ x y = p * q * Real.cos θ → angle x y = θ := by
    intro x y p q θ hp hq hx hy hθ h
    unfold angle
    rw [h, hx, hy, mul_div_cancel_left₀ _ (mul_pos hp hq).ne', Real.arccos_cos hθ.1 hθ.2]
  -- the third edge has the right length because its y and z parts add up to sin² β
  have hyz : ((Real.cos α - Real.cos β * Real.cos γ) / Real.sin γ) ^ 2
      + (√(angularFactor α β γ) / Real.sin γ) ^ 2 = 1 - Real.cos β ^ 2 := by
    rw [div_pow, div_pow, ← add_div, div_eq_iff (pow_ne_zero 2 hs), Real.sq_sqrt hF,
      Real.sin_sq]
    unfold angularFactor
    ring
  have hy : Real.sin γ * ((Real.cos α - Real.cos β * Real.cos γ) / Real.sin γ)
      = Real.cos α - Real.cos β * Real.cos γ := mul_div_cancel₀ _ hs
  have hA : ‖edgeA a‖ = a := len _ _ ha (by unfold edgeA; rw [mk]; ring)
  have hB : ‖edgeB b γ‖ = b := len _ _ hb (by
    unfold edgeB; rw [mk]; linear_combination b ^ 2 * Real.sin_sq_add_cos_sq γ)
  have hC : ‖edgeC c α β γ‖ = c := len _ _ hc (by
    unfold edgeC; rw [mk]; linear_combination c ^ 2 * hyz)
  refine ⟨⟨hA, hB, hC⟩, ang _ _ b c α hb hc hB hC hα ?_, ang _ _ c a β hc ha hC hA hβ ?_,
    ang _ _ a b γ ha hb hA hB ⟨hγ.1.le, hγ.2.le⟩ ?_⟩
  · unfold edgeB edgeC
    rw [mk]
    linear_combination b * c * hy
  · unfold edgeC edgeA
    rw [mk]
    ring
  · unfold edgeA edgeB
    rw [mk]
    ring

end

end CellVolume
```

```lean
#print axioms CellVolume.tripleProduct_sq
-- 'CellVolume.tripleProduct_sq' depends on axioms: [propext, Classical.choice, Quot.sound]
#print axioms CellVolume.monoclinic_volume
-- 'CellVolume.monoclinic_volume' depends on axioms: [propext, Classical.choice, Quot.sound]
#print axioms CellVolume.angularFactor_eq_sines
-- 'CellVolume.angularFactor_eq_sines' depends on axioms: [propext, Classical.choice, Quot.sound]
#print axioms CellVolume.standard_edges
-- 'CellVolume.standard_edges' depends on axioms: [propext, Classical.choice, Quot.sound]
```

## What the Lean statements say about a cell

`Vec` is Euclidean three-space, `EuclideanSpace ℝ (Fin 3)`, so `‖u‖` is the ordinary length. `tripleProduct` combines Mathlib's dot and cross products. `angle` is the unoriented angle, with values from 0 to π, and `angularFactor` is F. The arguments always appear in the order `angle v w`, `angle w u`, `angle u v`, which is α, β, γ.

The formula you asked about is `tripleProduct_sq`. It holds for all u, v, w, including zero vectors: Mathlib sets the angle with a zero vector to π/2, and both sides are then zero. Your assumption of nonzero edges is needed in `tripleProduct_ne_zero_iff`, which says that such edges have a nonzero triple product if and only if F > 0.

`cell_volume` is the root of the formula, and `monoclinic_volume` is the case in which v is perpendicular to both u and w. In both, the volume is by definition the absolute triple product; its agreement with the Lebesgue measure of the parallelepiped is not part of the statement. The absolute value also discards the handedness of the edges.

`angularFactor_eq_sines` holds for arbitrary real α, β, γ, whether or not they are the angles of a cell.

`standard_edges` and `tripleProduct_ne_zero_iff` together answer your second question. The hypotheses of `standard_edges` are positive lengths, α and β in the closed interval from 0 to π, γ strictly inside it, and F ≥ 0. The conclusion is that `edgeA`, `edgeB` and `edgeC` have exactly the prescribed lengths and mutual angles. The condition F ≥ 0 says that the three angles fit together in space. At F = 0 the edges are coplanar and the cell has no volume. If F > 0, `tripleProduct_ne_zero_iff` shows that the constructed cell has nonzero volume; it also shows, conversely, that every cell of nonzero volume has F > 0. So positive lengths and angles strictly between 0 and π belong to a real cell exactly when F > 0. The restriction on γ excludes parallel and antiparallel first and second edges, for which the formula for C would divide by zero.

In periodic electronic-structure or molecular-dynamics calculations, these formulas can be used to turn six cell parameters into edge vectors, in one choice of orientation, and a volume; the theorems concern exact real numbers and a single cell, so they say nothing about rounding errors.

## How the proofs follow the derivation

`inner_coord` writes the scalar product as a sum of three coordinate products. `tripleProduct_sq_eq_gram` first establishes the coordinate formula for T, called `h`, and then expands every scalar product with `inner_coord`. Where the derivation above used det(M Mᵀ), Lean compares two polynomials in nine coordinates, and `ring` confirms that they agree.

In `tripleProduct_sq`, the rewriting step replaces u·u by `‖u‖ ^ 2`, and likewise for v and w. It then uses `cos_angle_mul_norm_mul_norm` from right to left to turn each mixed scalar product into a cosine times two lengths. The final `ring` collects the common factor a²b²c².

`cell_volume` groups the lengths into one square, (abc)², and takes the root of both sides. On the left, `Real.sqrt_sq_eq_abs` identifies the root of T² with |T|; on the right, the root of (abc)² is abc because lengths are nonnegative. `monoclinic_volume` sets two cosines to zero, recognises sin²β, and removes the root with `sin_angle_nonneg`.

For `tripleProduct_ne_zero_iff`, the fact `hp` records that a²b²c² is positive. In one direction, T ≠ 0 makes T² positive, and dividing out the positive factor leaves F > 0. In the other, F > 0 makes the right-hand side positive, which contradicts T = 0.

In `angularFactor_eq_sines`, the local statement `p` is the product-to-difference formula for sines. Its two uses, `h1` and `h2`, are the two displayed pairings. The first step of the `calc` block shows that F equals the product of the two cosine differences, with `linear_combination` supplying the replacements of sin²β and sin²γ. The second step puts the sines back.

The proof of `standard_edges` uses three helpers. `mk` computes the scalar product of two vectors given by explicit coordinates. `len` obtains a length from its square, using positivity to choose the root. `ang` obtains an angle from a scalar product by dividing out the lengths and applying arccos, which recovers the angle because it lies in [0, π].

The decisive calculation is `hyz`: the squares of the last two components of C/c add up to 1 − cos²β. This is where F ≥ 0 enters, since it makes the square of √F equal to F. Lean clears the denominator sin²γ and checks the resulting identity directly from the definition of F, without going through the sine factorisation. The fact `hy` cancels sin γ in the scalar product of B and C. The lengths `hA`, `hB` and `hC` then follow from `len`, and three applications of `ang` give α, β and γ.
